# A quadrupolar coupling that commutes with the initial operator leaves the initial slope of the nutation signal unchanged

Units have $\hbar=1$, so Hamiltonians are angular frequencies. Operators are complex square matrices indexed by a finite set `n`; none need be Hermitian.

In Lean 4 with Mathlib:

```lean
import Mathlib

open Matrix
open scoped ComplexOrder

namespace QuadrupolarNutation

noncomputable section

variable {n : Type*} [Fintype n] [DecidableEq n]
```

The commutator is $[A,B]=AB-BA$.

```lean
/-- The commutator of two matrices. -/
def comm (A B : Matrix n n ℂ) : Matrix n n ℂ := A * B - B * A
```

During an on-resonance pulse, the rotating-frame Hamiltonian is taken to be $H=Q+wX$, constant in time. Here $Q$ is the quadrupolar part, $X$ the spin operator along the radiofrequency field and $w$ its real amplitude.

```lean
/-- The Hamiltonian during the pulse: quadrupolar part `Q` plus a radiofrequency part `X`
of real amplitude `w`. -/
def ham (Q X : Matrix n n ℂ) (w : ℝ) : Matrix n n ℂ := Q + (w : ℂ) • X
```

An initial operator $R$, usually the part of the density operator that carries the polarisation, evolves without relaxation. The observable $A$ then gives the signal
$$S(t)=\operatorname{tr}\!\left(A\,e^{-itH}R\,e^{itH}\right).$$
In `signal`, time is real and the exponentials are true matrix exponentials.

```lean
/-- The signal of the observable `A` at time `t`, when the initial operator `R` evolves
under the Hamiltonian `H`. -/
def signal (A H R : Matrix n n ℂ) (t : ℝ) : ℂ :=
  trace (A * (NormedSpace.exp ((-(Complex.I * t)) • H) * R *
    NormedSpace.exp ((Complex.I * t) • H)))
```

## The equation of motion

At $t=0$ both exponentials are the identity, so $S(0)=\operatorname{tr}(AR)$.

```lean
/-- At time zero the signal is the trace of the observable with the initial operator. -/
theorem signal_zero (A H R : Matrix n n ℂ) : signal A H R 0 = trace (A * R) := by
  simp [signal, NormedSpace.exp_zero]
```

Write $U=e^{-itH}$ and $V=e^{itH}$. Since $U'=U(-iH)$ and $V'=(iH)V$, the product rule gives
$$(URV)'=U(-iH)RV+UR(iH)V=-i\,U[H,R]V.$$
The next lemma is this algebra under the trace, for arbitrary $U$ and $V$.

```lean
/-- The two terms of the product rule for `U R V`, with generators `-iH` and `iH`, combine
under the trace into the commutator of `H` and `R`. -/
theorem trace_product_rule (A H R U V : Matrix n n ℂ) :
    trace (A * (U * ((-Complex.I) • H) * R * V + U * R * ((Complex.I • H) * V))) =
      -Complex.I * trace (A * (U * comm H R * V)) := by
  have hc : U * ((-Complex.I) • H) * R * V + U * R * ((Complex.I • H) * V)
      = (-Complex.I) • (U * comm H R * V) := by
    simp only [comm, mul_sub, sub_mul, mul_smul_comm, smul_mul_assoc, mul_assoc]
    module
  rw [hc, mul_smul_comm, trace_smul, smul_eq_mul]
```

Multiplying by $A$ and taking the trace is a continuous linear map, so it passes through the derivative:
$$S'(t)=-i\operatorname{tr}\!\left(A\,U[H,R]V\right).$$
This is again a signal, with $[H,R]$ as initial operator. In the proof, `hU` and `hV` differentiate the exponentials, `L` is the trace map, and the previous lemma finishes. `HasDerivAt` says that the function is differentiable at the point, with the stated derivative.

```lean
section Derivative

attribute [local instance] Matrix.linftyOpNormedRing Matrix.linftyOpNormedAlgebra

/-- Equation of motion: the time derivative of the signal is `-i` times the signal
obtained when the initial operator `R` is replaced by its commutator with `H`. -/
theorem signal_hasDerivAt (A H R : Matrix n n ℂ) (t : ℝ) :
    HasDerivAt (signal A H R) (-Complex.I * signal A H (comm H R) t) t := by
  have e : ∀ (c : ℂ) (s : ℝ), s • (c • H) = (c * s) • H := by
    intro c s
    ext i j
    simp only [Matrix.smul_apply, smul_eq_mul, Complex.real_smul]
    ring
  -- the two propagators
  have hU : HasDerivAt (fun s : ℝ => NormedSpace.exp ((-(Complex.I * s)) • H))
      (NormedSpace.exp ((-(Complex.I * t)) • H) * ((-Complex.I) • H)) t := by
    have h := hasDerivAt_exp_smul_const (𝕂 := ℝ) ((-Complex.I) • H) t
    simp only [e, neg_mul] at h
    exact h
  have hV : HasDerivAt (fun s : ℝ => NormedSpace.exp ((Complex.I * s) • H))
      ((Complex.I • H) * NormedSpace.exp ((Complex.I * t) • H)) t := by
    have h := hasDerivAt_exp_smul_const' (𝕂 := ℝ) (Complex.I • H) t
    simp only [e] at h
    exact h
  -- the trace against `A` is a continuous linear functional
  obtain ⟨L, hL⟩ : ∃ L : Matrix n n ℂ →L[ℝ] ℂ, ∀ M, L M = trace (A * M) :=
    ⟨LinearMap.toContinuousLinearMap
      ((Matrix.traceLinearMap n ℝ ℂ).comp (LinearMap.mulLeft ℝ A)), fun _ => rfl⟩
  have h2 := L.hasFDerivAt.comp_hasDerivAt t ((hU.mul_const R).fun_mul hV)
  have hf : signal A H R = fun s : ℝ => L (NormedSpace.exp ((-(Complex.I * s)) • H) * R *
      NormedSpace.exp ((Complex.I * s) • H)) := by
    funext s
    exact (hL _).symm
  rw [hf]
  refine h2.congr_deriv ?_
  refine (hL _).trans ?_
  exact trace_product_rule A H R _ _

end Derivative
```

## The initial slope

Suppose $[Q,R]=0$, written `Commute Q R`. This stands for the high-field situation: to first order, a strong static field along $z$ leaves only the part of the coupling that commutes with $I_z$, and the polarisation starts along $z$. The condition is assumed here, not derived from a large Zeeman term. It gives
$$[H,R]=[Q,R]+w[X,R]=w[X,R].$$

```lean
/-- If `Q` commutes with the initial operator, the commutator of the full Hamiltonian
with that operator comes from the radiofrequency part alone. -/
theorem comm_ham {Q R : Matrix n n ℂ} (hQ : Commute Q R) (X : Matrix n n ℂ) (w : ℝ) :
    comm (ham Q X w) R = (w : ℂ) • comm X R := by
  simp only [comm, ham, add_mul, mul_add, smul_mul_assoc, mul_smul_comm, hQ.eq]
  module
```

Putting this into the equation of motion at $t=0$ gives
$$S'(0)=-iw\operatorname{tr}(A[X,R]).$$

```lean
/-- Initial nutation: if `Q` commutes with the initial operator `R`, the signal starts with
slope `-i w tr(A [X, R])`, in which `Q` does not appear. -/
theorem initial_nutation {Q R : Matrix n n ℂ} (hQ : Commute Q R) (A X : Matrix n n ℂ)
    (w : ℝ) :
    HasDerivAt (signal A (ham Q X w) R) (-Complex.I * w * trace (A * comm X R)) 0 := by
  refine (signal_hasDerivAt A (ham Q X w) R 0).congr_deriv ?_
  rw [signal_zero, comm_ham hQ, mul_smul_comm, trace_smul, smul_eq_mul]
  ring
```

For a closed, finite-dimensional spin system with constant $H$, fixed $R$ and $[Q,R]=0$, a simulated signal must therefore start with this slope at any coupling strength. The theorem puts no bound on how long the linear regime lasts.

Conversely, suppose the slope equals its $Q=0$ value for every $A$, with $R$ held fixed. Subtracting the two slopes leaves $\operatorname{tr}(A[Q,R])=0$. The choice $A=[Q,R]^\dagger$ turns this into a sum of squared moduli, so $[Q,R]=0$.

```lean
/-- The initial slope agrees with its value at `Q = 0` for every observable exactly when
`Q` commutes with the initial operator. -/
theorem initial_slope_independent_iff (Q X R : Matrix n n ℂ) (w : ℝ) :
    (∀ A, deriv (signal A (ham Q X w) R) 0 = deriv (signal A (ham 0 X w) R) 0) ↔
      Commute Q R := by
  constructor
  · intro h
    -- test with the adjoint of the commutator as observable
    have h1 := h (comm Q R)ᴴ
    rw [(signal_hasDerivAt _ _ _ 0).deriv, (signal_hasDerivAt _ _ _ 0).deriv,
      signal_zero, signal_zero] at h1
    have h2 := mul_left_cancel₀ (neg_ne_zero.mpr Complex.I_ne_zero) h1
    have h3 : comm (ham Q X w) R = comm Q R + comm (ham 0 X w) R := by
      simp only [comm, ham]
      noncomm_ring
    rw [h3, mul_add, trace_add] at h2
    have h4 : trace ((comm Q R)ᴴ * comm Q R) = 0 := by linear_combination h2
    exact sub_eq_zero.mp (Matrix.trace_conjTranspose_mul_self_eq_zero_iff.mp h4)
  · intro hQ A
    rw [(initial_nutation hQ A X w).deriv,
      (initial_nutation (Commute.zero_left R) A X w).deriv]
```

A spin 1 shows the failure without commutation. Take $Q=q(3I_z^2-2)$, $R=X=I_x$ and $A=I_yI_z+I_zI_y$. Then $[X,R]=0$, so the formula would predict zero slope, but $[Q,R]=3iqA$ and $\operatorname{tr}A^2=2$ give $S'(0)=6q$.

The model could also take $R$ to be the thermal state of $\omega_0I_z+Q$, where $\omega_0$ is the Larmor frequency and $Q$ commutes with $I_z$. Commutation would then be automatic, but $R$ would depend on $Q$, and the slope could depend on it through $R$.

## Where the coupling enters

Differentiating once more, with $C=[X,R]$ and $[H,R]=wC$,
$$S''(0)=(-i)^2\operatorname{tr}(A[H,wC])=-w\operatorname{tr}(A[Q,C])-w^2\operatorname{tr}(A[X,C]).$$
The proof can apply the equation of motion twice because it holds at every $t$.

```lean
/-- The second time derivative of the signal at time zero, for `Q` commuting with the
initial operator: a term linear in `Q` and a term from the radiofrequency part alone. -/
theorem initial_curvature {Q R : Matrix n n ℂ} (hQ : Commute Q R) (A X : Matrix n n ℂ)
    (w : ℝ) :
    HasDerivAt (deriv (signal A (ham Q X w) R))
      (-w * trace (A * comm Q (comm X R)) - w ^ 2 * trace (A * comm X (comm X R))) 0 := by
  have hd : deriv (signal A (ham Q X w) R) =
      fun t => -Complex.I * signal A (ham Q X w) (comm (ham Q X w) R) t :=
    funext fun t => (signal_hasDerivAt A (ham Q X w) R t).deriv
  rw [hd]
  refine ((signal_hasDerivAt A (ham Q X w) (comm (ham Q X w) R) 0).const_mul
    (-Complex.I)).congr_deriv ?_
  rw [signal_zero, comm_ham hQ]
  have hc : comm (ham Q X w) ((w : ℂ) • comm X R) =
      (w : ℂ) • comm Q (comm X R) + ((w : ℂ) ^ 2) • comm X (comm X R) := by
    generalize comm X R = C
    simp only [comm, ham, add_mul, mul_add, smul_mul_assoc, mul_smul_comm]
    module
  rw [hc, mul_add, trace_add, mul_smul_comm, mul_smul_comm, trace_smul, trace_smul,
    smul_eq_mul, smul_eq_mul]
  linear_combination (w * trace (A * comm Q (comm X R)) +
    w ^ 2 * trace (A * comm X (comm X R))) * Complex.I_sq
```

## Spin 1 with the field along $x$

In the Cartesian basis the spin matrices have entries $(I_a)_{bc}=-i\varepsilon_{abc}$.

```lean
/-- The spin-1 matrix `Ix` in the Cartesian basis. -/
def Ix : Matrix (Fin 3) (Fin 3) ℂ := !![0, 0, 0; 0, 0, -Complex.I; 0, Complex.I, 0]

/-- The spin-1 matrix `Iy` in the Cartesian basis. -/
def Iy : Matrix (Fin 3) (Fin 3) ℂ := !![0, 0, Complex.I; 0, 0, 0; -Complex.I, 0, 0]

/-- The spin-1 matrix `Iz` in the Cartesian basis. -/
def Iz : Matrix (Fin 3) (Fin 3) ℂ := !![0, -Complex.I, 0; Complex.I, 0, 0; 0, 0, 0]
```

The first-order quadrupolar Hamiltonian is $Q=q(3I_z^2-2)=\operatorname{diag}(q,q,-2q)$, where the real number $q$ is set by the quadrupolar coupling constant and by the asymmetry of the electric field gradient and its orientation in the static field.

```lean
/-- The first-order quadrupolar Hamiltonian `q (3 Iz² - 2)` of a spin 1. -/
def quad (q : ℝ) : Matrix (Fin 3) (Fin 3) ℂ :=
  (q : ℂ) • ((3 : ℂ) • (Iz * Iz) - (2 : ℂ) • 1)
```

Multiplying out the entries confirms $[I_x,I_y]=iI_z$ and its cyclic companions.

```lean
/-- The three matrices satisfy the angular momentum commutation relations. -/
theorem spinOne_comm : comm Ix Iy = Complex.I • Iz ∧ comm Iy Iz = Complex.I • Ix ∧
    comm Iz Ix = Complex.I • Iy := by
  refine ⟨?_, ?_, ?_⟩ <;> ext i j <;> fin_cases i <;> fin_cases j <;>
    simp [comm, Ix, Iy, Iz]
```

As a polynomial in $I_z$, $Q$ commutes with $R=I_z$.

```lean
/-- The quadrupolar Hamiltonian of a spin 1 commutes with `Iz`. -/
theorem quad_commute_witness (q : ℝ) : Commute (quad q) Iz := by
  change quad q * Iz = Iz * quad q
  simp only [quad, smul_mul_assoc, mul_smul_comm, sub_mul, mul_sub, one_mul, mul_one,
    mul_assoc]
```

With $X=I_x$, $C=[I_x,I_z]=-iI_y$. For $A=I_y$, $\operatorname{tr}(I_y^2)=2$ gives
$$S'(0)=-iw(-2i)=-2w.$$
For $A=I_xI_z+I_zI_x$, the only nonzero entries of $[Q,C]$ are $3q$ in the two corners where $A$ has $-1$. Hence $\operatorname{tr}(A[Q,C])=-6q$. Also $[X,C]=I_z$ and $\operatorname{tr}(AI_z)=0$, so $S''(0)=6qw$. Divided by the initial polarisation signal $\operatorname{tr}(I_z^2)=2$, the two values are $-w$ and $3qw$. For $A=I_y$ both traces in $S''(0)$ vanish, so that signal has no initial curvature for any $q$. The proof computes the traces for the two stated values from explicit matrices.

```lean
/-- For a spin 1 starting from `Iz` with the field along `x`, the `Iy` signal has initial
slope `-2w` for every `q`, while the signal of `Ix Iz + Iz Ix` has initial second
derivative `6 q w`. -/
theorem spinOne_nutation (q w : ℝ) :
    HasDerivAt (signal Iy (ham (quad q) Ix w) Iz) (-2 * w) 0 ∧
    HasDerivAt (deriv (signal (Ix * Iz + Iz * Ix) (ham (quad q) Ix w) Iz))
      (6 * q * w) 0 := by
  have h1 : comm Ix Iz = !![0, 0, 1; 0, 0, 0; -1, 0, 0] := by
    ext i j
    fin_cases i <;> fin_cases j <;>
      simp [comm, Ix, Iz]
  have hA : Ix * Iz + Iz * Ix = !![0, 0, -1; 0, 0, 0; -1, 0, 0] := by
    ext i j
    fin_cases i <;> fin_cases j <;>
      simp [Ix, Iz]
  have hq : quad q = !![(q : ℂ), 0, 0; 0, (q : ℂ), 0; 0, 0, -2 * (q : ℂ)] := by
    ext i j
    fin_cases i <;> fin_cases j <;>
      simp [quad, Iz] <;> ring
  constructor
  · refine (initial_nutation (quad_commute_witness q) Iy Ix w).congr_deriv ?_
    have ht : trace (Iy * comm Ix Iz) = -2 * Complex.I := by
      rw [h1]
      simp [Iy, Matrix.trace, Matrix.mul_apply, Fin.sum_univ_succ]
      ring
    rw [ht]
    linear_combination 2 * (w : ℂ) * Complex.I_sq
  · refine (initial_curvature (quad_commute_witness q) _ Ix w).congr_deriv ?_
    have ht : trace ((Ix * Iz + Iz * Ix) * comm (quad q) (comm Ix Iz)) = -6 * q := by
      rw [h1, hA, hq]
      simp [comm, Matrix.trace, Matrix.mul_apply, Fin.sum_univ_succ]
      ring
    have hx : trace ((Ix * Iz + Iz * Ix) * comm Ix (comm Ix Iz)) = 0 := by
      rw [h1, hA]
      simp [comm, Ix, Matrix.trace, Matrix.mul_apply, Fin.sum_univ_succ]
    rw [ht, hx]
    ring

end

end QuadrupolarNutation
```

```lean
#print axioms QuadrupolarNutation.initial_nutation
#print axioms QuadrupolarNutation.initial_slope_independent_iff
#print axioms QuadrupolarNutation.spinOne_comm
#print axioms QuadrupolarNutation.spinOne_nutation
```

```
'QuadrupolarNutation.initial_nutation' depends on axioms: [propext, Classical.choice, Quot.sound]
'QuadrupolarNutation.initial_slope_independent_iff' depends on axioms: [propext, Classical.choice, Quot.sound]
'QuadrupolarNutation.spinOne_comm' depends on axioms: [propext, Classical.choice, Quot.sound]
'QuadrupolarNutation.spinOne_nutation' depends on axioms: [propext, Classical.choice, Quot.sound]
```
